# In characteristic zero, every linear derivation of an algebra generated by a and b with ab − ba = 1 is a commutator

The oscillator is modelled here by its algebra alone. The observables are the elements of an algebra A over a field K, generated by two elements a and b with

ab − ba = 1.

For a bosonic mode, b is the creation operator a†, and the relation is the canonical commutation relation [a, a†] = 1. Because a and b generate A, every observable is a finite polynomial in them. There is no Hilbert space, adjoint or topology, and questions of operator domains do not arise.

In Lean 4 with Mathlib:

```lean
import Mathlib

open Polynomial

namespace OscillatorDerivations

noncomputable section

variable {K A : Type*} [Field K] [Ring A] [Algebra K A]
```

Write [p, y] = py − yp. For fixed p this is a linear map of y, called `bracket K p`.

```lean
/-- The commutator with a fixed element `p`, as the linear map `y ↦ p y - y p`. -/
def bracket (K : Type*) {A : Type*} [Field K] [Ring A] [Algebra K A] (p : A) :
    Module.End K A :=
  LinearMap.mulLeft K p - LinearMap.mulRight K p
```

Symmetry refers here to the algebra structure only: no particular Hamiltonian is required to be left invariant, and no adjoint has to be respected. An infinitesimal symmetry is a K-linear map D on A that respects products to first order:

D(xy) = D(x)y + xD(y).

```lean
/-- An infinitesimal symmetry: a linear map that obeys the Leibniz rule. -/
def IsInfinitesimalSymmetry (D : A →ₗ[K] A) : Prop :=
  ∀ x y, D (x * y) = D x * y + x * D y
```

The claim is that, when K has characteristic zero, these maps are exactly the maps y ↦ [h, y] with h in A. Over K = ℂ, the Heisenberg equation dy/dt = (i/ħ)[H, y] corresponds to h = iH/ħ. Since A has no adjoint, nothing makes H self-adjoint.

```lean
lemma bracket_apply (p y : A) : bracket K p y = p * y - y * p := rfl
```

## When repeated commutators terminate

Let δ = [p, ·]. It obeys the Leibniz rule, so

δⁿ⁺ᵐ⁺²(xy) = δⁿ⁺ᵐ⁺¹(δ(x)y) + δⁿ⁺ᵐ⁺¹(xδ(y)).

If δⁿ⁺¹x = 0 and δᵐ⁺¹y = 0, each term on the right has one factor that needs one commutator fewer, and both vanish by induction. The induction starts where one of the factors is already zero.

```lean
/-- If `n` commutators with `p` annihilate `x` and `m` of them annihilate `y`, then
`n + m` of them annihilate the product `x y`. -/
theorem bracket_pow_mul (p : A) (n : ℕ) : ∀ (m : ℕ) (x y : A),
    (bracket K p ^ n) x = 0 → (bracket K p ^ m) y = 0 →
    (bracket K p ^ (n + m)) (x * y) = 0 := by
  induction n with
  | zero =>
    intro m x y hx _
    have hx0 : x = 0 := by simpa using hx
    rw [hx0, zero_mul, map_zero]
  | succ n ihn =>
    intro m x y hx hy
    induction m generalizing y with
    | zero =>
      have hy0 : y = 0 := by simpa using hy
      rw [hy0, mul_zero, map_zero]
    | succ m ihm =>
      -- one commutator is spent on either factor
      have leib : bracket K p (x * y) = bracket K p x * y + x * bracket K p y := by
        simp only [bracket_apply]
        noncomm_ring
      have h1 := ihn (m + 1) (bracket K p x) y
        (by rw [pow_succ, Module.End.mul_apply] at hx; exact hx) hy
      have h2 := ihm (bracket K p y)
        (by rw [pow_succ, Module.End.mul_apply] at hy; exact hy)
      rw [show n + (m + 1) = n + 1 + m by omega] at h1
      rw [show n + 1 + (m + 1) = (n + 1 + m) + 1 by omega, pow_succ,
        Module.End.mul_apply, leib, map_add, h1, h2, add_zero]
```

Suppose two commutators with p annihilate a and b. One annihilates any scalar, the two counts added together suffice for a sum, and the previous step handles products. Hence every y in A is annihilated by finitely many. The hypothesis `hgen`, that a and b generate A, permits this induction. The number operator p = ba is not covered: [p, b] = b, so repeated commutators return b each time.

```lean
/-- If two commutators with `p` annihilate both generators, then every element of the
algebra is annihilated by finitely many commutators with `p`. -/
theorem bracket_locally_nilpotent {a b p : A} (hgen : Algebra.adjoin K {a, b} = ⊤)
    (ha : (bracket K p ^ 2) a = 0) (hb : (bracket K p ^ 2) b = 0) (y : A) :
    ∃ n : ℕ, (bracket K p ^ n) y = 0 := by
  have up : ∀ (k n : ℕ) (x : A), (bracket K p ^ n) x = 0 →
      (bracket K p ^ (k + n)) x = 0 := by
    intro k n x h
    rw [pow_add, Module.End.mul_apply, h, map_zero]
  have hy : y ∈ Algebra.adjoin K {a, b} := by
    rw [hgen]
    exact Algebra.mem_top
  induction hy using Algebra.adjoin_induction with
  | mem x hx =>
    simp only [Set.mem_insert_iff, Set.mem_singleton_iff] at hx
    rcases hx with h | h
    · exact ⟨2, by rw [h]; exact ha⟩
    · exact ⟨2, by rw [h]; exact hb⟩
  | algebraMap r =>
    exact ⟨1, by rw [pow_one, bracket_apply, Algebra.commutes, sub_self]⟩
  | add x y _ _ ihx ihy =>
    obtain ⟨n, hn⟩ := ihx
    obtain ⟨m, hm⟩ := ihy
    exact ⟨n + m, by
      rw [map_add, up n m y hm, add_comm n m, up m n x hn, add_zero]⟩
  | mul x y _ _ ihx ihy =>
    obtain ⟨n, hn⟩ := ihx
    obtain ⟨m, hm⟩ := ihy
    exact ⟨n + m, bracket_pow_mul p n m x y hn hm⟩
```

## Integrating a commutator by parts

Let [p, s] = 1. Induction on k gives [p, sᵏ⁺¹] = (k+1)sᵏ, and therefore

[p, sᵐ⁺¹c] = (m+1)sᵐc + sᵐ⁺¹[p, c].

If n+1 commutators annihilate c, then n annihilate [p, c], and induction supplies g with [p, g] = sᵐ⁺¹[p, c]. Set

h = (sᵐ⁺¹c − g)/(m+1), so that [p, h] = sᵐc.

Characteristic zero permits the division. For m = 0 the recursion unrolls to the finite sum

h = sc − (s²/2)[p, c] + (s³/6)[p, [p, c]] − …

If s commutes with c, then the Jacobi identity gives

[s, [p, c]] = [[s, p], c] + [p, [s, c]] = [−1, c] + 0 = 0,

so s commutes with g by induction, and hence with h.

```lean
/-- Integration by parts: if `p s - s p = 1` and finitely many commutators with `p`
annihilate `c`, then `s ^ m c` is a commutator `p h - h p`, where `h` commutes with `s`
if `c` does. -/
theorem exists_antiderivative [CharZero K] {p s : A} (hps : p * s - s * p = 1) (n : ℕ) :
    ∀ (m : ℕ) (c : A), (bracket K p ^ n) c = 0 →
      ∃ h : A, p * h - h * p = s ^ m * c ∧ (Commute s c → Commute s h) := by
  have leib : ∀ x y : A,
      p * (x * y) - x * y * p = (p * x - x * p) * y + x * (p * y - y * p) := by
    intro x y
    noncomm_ring
  have hpow : ∀ k : ℕ, p * s ^ (k + 1) - s ^ (k + 1) * p = ((k : K) + 1) • s ^ k := by
    intro k
    induction k with
    | zero => simpa using hps
    | succ k ih =>
      rw [pow_succ s (k + 1), leib, ih, hps, smul_mul_assoc, ← pow_succ, mul_one]
      push_cast
      module
  induction n with
  | zero =>
    intro m c hc
    have hc0 : c = 0 := by simpa using hc
    exact ⟨0, by simp [hc0], fun _ => Commute.zero_right s⟩
  | succ n ih =>
    intro m c hc
    rw [pow_succ, Module.End.mul_apply, bracket_apply] at hc
    obtain ⟨g, hg, hgs⟩ := ih (m + 1) (p * c - c * p) hc
    have hm : (m : K) + 1 ≠ 0 := Nat.cast_add_one_ne_zero m
    refine ⟨((m : K) + 1)⁻¹ • (s ^ (m + 1) * c - g), ?_, ?_⟩
    · calc _ = ((m : K) + 1)⁻¹ • ((p * (s ^ (m + 1) * c) - s ^ (m + 1) * c * p)
              - (p * g - g * p)) := by
            simp only [mul_smul_comm, smul_mul_assoc, mul_sub, sub_mul, smul_sub]
            abel
        _ = ((m : K) + 1)⁻¹ • (((m : K) + 1) • (s ^ m * c)) := by
            rw [leib, hpow, hg, smul_mul_assoc, add_sub_cancel_right]
        _ = s ^ m * c := by rw [smul_smul, inv_mul_cancel₀ hm, one_smul]
    · intro hsc
      have e := hsc.eq
      have hd : Commute s (p * c - c * p) := by
        change s * (p * c - c * p) = (p * c - c * p) * s
        linear_combination (norm := noncomm_ring) p * e - e * p - hps * c + c * hps
      have hX : Commute s (s ^ (m + 1) * c) :=
        ((Commute.refl s).pow_right (m + 1)).mul_right hsc
      exact (hX.sub_right (hgs hd)).smul_right _
```

## When prescribed changes of a and b have a Hamiltonian

Prescribe a change u of a and v of b. If u = [h, a] and v = [h, b], then

[u, b] + [a, v] = [h, [a, b]] = [h, 1] = 0.

Conversely, let K have characteristic zero and assume [u, b] + [a, v] = 0. Since [a, a] = 0 and [a, b] = 1, the preceding results with p = a, s = b give g with [a, g] = u. Thus −g generates the change of a, and the change of b still to be generated is w = v + [g, b]. It satisfies

[a, w] = [a, v] + [[a, g], b] + [g, [a, b]] = [a, v] + [u, b] = 0.

Now take p = −b, s = a, for which [−b, a] = 1. This gives k with [k, b] = w and, because w commutes with a, [k, a] = 0. Then h = k − g works:

[h, a] = [a, g] = u,
[h, b] = w − [g, b] = v.

In the code, `linear_combination` with `noncomm_ring` checks these identities, with hypotheses multiplied from the left or right as needed.

```lean
/-- Prescribed infinitesimal changes `u` of `a` and `v` of `b` are generated by a common
Hamiltonian exactly when they preserve the commutation relation to first order. -/
theorem hamiltonian_iff_preserves_ccr [CharZero K] {a b : A} (hab : a * b - b * a = 1)
    (hgen : Algebra.adjoin K {a, b} = ⊤) (u v : A) :
    (∃ h : A, u = h * a - a * h ∧ v = h * b - b * h) ↔
      (u * b - b * u) + (a * v - v * a) = 0 := by
  constructor
  · rintro ⟨h, rfl, rfl⟩
    linear_combination (norm := noncomm_ring) h * hab - hab * h
  · intro huv
    have haa : bracket K a a = 0 := by rw [bracket_apply, sub_self]
    have hab' : bracket K a b = 1 := hab
    have hba : bracket K (-b) a = 1 := by
      rw [bracket_apply]
      linear_combination (norm := noncomm_ring) hab
    have hbb : bracket K (-b) b = 0 := by
      rw [bracket_apply]
      noncomm_ring
    have one0 : ∀ p : A, bracket K p 1 = 0 := fun p => by
      rw [bracket_apply, mul_one, one_mul, sub_self]
    -- first generate the change of `a`
    obtain ⟨n, hn⟩ := bracket_locally_nilpotent (p := a) hgen
      (by rw [pow_two, Module.End.mul_apply, haa, map_zero])
      (by rw [pow_two, Module.End.mul_apply, hab', one0]) u
    obtain ⟨g, hg, -⟩ := exists_antiderivative hab n 0 u hn
    rw [pow_zero, one_mul] at hg
    -- the remaining change of `b` commutes with `a`
    have hc : Commute a (v + g * b - b * g) := by
      change a * (v + g * b - b * g) = (v + g * b - b * g) * a
      linear_combination (norm := noncomm_ring) huv + hg * b - b * hg + g * hab - hab * g
    obtain ⟨m, hm⟩ := bracket_locally_nilpotent (p := -b) hgen
      (by rw [pow_two, Module.End.mul_apply, hba, one0])
      (by rw [pow_two, Module.End.mul_apply, hbb, map_zero]) (v + g * b - b * g)
    obtain ⟨k, hk, hak⟩ := exists_antiderivative (p := -b) (s := a) hba m 0 _ hm
    rw [pow_zero, one_mul] at hk
    have e := (hak hc).eq
    refine ⟨k - g, ?_, ?_⟩
    · linear_combination (norm := noncomm_ring) e - hg
    · linear_combination (norm := noncomm_ring) -hk
```

## From the generators to every observable

Let K have characteristic zero and let D be an infinitesimal symmetry. From D(1) = D(1·1) = 2D(1) we get D(1) = 0. Applying D to ab − ba = 1 gives

[D(a), b] + [a, D(b)] = 0,

so some h satisfies D(a) = [h, a] and D(b) = [h, b]. Both maps vanish on scalars, are linear and obey the Leibniz rule, so they agree on all of A. Conversely, [h, xy] = [h, x]y + x[h, y].

For one bosonic mode with polynomial observables, every infinitesimal symmetry is therefore the right-hand side of a Heisenberg equation with a polynomial, possibly non-self-adjoint, Hamiltonian. Whether that equation has polynomial solutions at later times is a separate question.

```lean
/-- In the oscillator algebra a linear map is an infinitesimal symmetry exactly when it is
the commutator with some Hamiltonian `h`. -/
theorem symmetry_iff_hamiltonian [CharZero K] {a b : A} (hab : a * b - b * a = 1)
    (hgen : Algebra.adjoin K {a, b} = ⊤) (D : A →ₗ[K] A) :
    IsInfinitesimalSymmetry D ↔ ∃ h : A, ∀ y, D y = h * y - y * h := by
  constructor
  · intro hD
    have h1 : D 1 = 0 := by
      have h := hD 1 1
      rw [mul_one, mul_one, one_mul] at h
      exact left_eq_add.mp h
    -- differentiate the commutation relation
    have hccr : (D a * b - b * D a) + (a * D b - D b * a) = 0 := by
      have h := congrArg D hab
      rw [map_sub, hD, hD, h1] at h
      linear_combination (norm := noncomm_ring) h
    obtain ⟨h, ha, hb⟩ := (hamiltonian_iff_preserves_ccr hab hgen _ _).mpr hccr
    refine ⟨h, fun y => ?_⟩
    have hy : y ∈ Algebra.adjoin K {a, b} := by
      rw [hgen]
      exact Algebra.mem_top
    -- both sides agree on the generators, hence everywhere
    induction hy using Algebra.adjoin_induction with
    | mem x hx =>
      simp only [Set.mem_insert_iff, Set.mem_singleton_iff] at hx
      rcases hx with e | e
      · rw [e]; exact ha
      · rw [e]; exact hb
    | algebraMap r =>
      rw [Algebra.commutes, sub_self, Algebra.algebraMap_eq_smul_one, map_smul, h1,
        smul_zero]
    | add x y _ _ ihx ihy =>
      rw [map_add, ihx, ihy]
      noncomm_ring
    | mul x y _ _ ihx ihy =>
      rw [hD, ihx, ihy]
      noncomm_ring
  · rintro ⟨h, hh⟩ x y
    rw [hh, hh, hh]
    noncomm_ring
```

A neighbouring result, also in characteristic zero, follows by hand from the same integration: every y in A equals [a, g] for some g. Consequently, a linear functional τ on A with τ(xy) = τ(yx) for all x and y must be zero.

## Differentiation and multiplication by X

A concrete pair acts on polynomials f in X. The algebra consists of the operators generated by d/dX and multiplication by X.

```lean
/-- The algebra of operators on polynomials generated by `d/dX` and multiplication by `X`. -/
abbrev PolyOsc (K : Type*) [Field K] : Subalgebra K (Module.End K K[X]) :=
  Algebra.adjoin K {Polynomial.derivative, LinearMap.mulLeft K X}
```

The first generator plays the role of a.

```lean
/-- The operator `d/dX` on polynomials. -/
def lower (K : Type*) [Field K] : PolyOsc K :=
  ⟨Polynomial.derivative, Algebra.subset_adjoin (Set.mem_insert _ _)⟩
```

The second plays the role of b.

```lean
/-- Multiplication by `X` on polynomials. -/
def raise (K : Type*) [Field K] : PolyOsc K :=
  ⟨LinearMap.mulLeft K X, Algebra.subset_adjoin (Set.mem_insert_of_mem _ rfl)⟩
```

The product rule gives the commutation relation,

(Xf)′ − Xf′ = f,

and the two operators generate the algebra by its construction. This holds over any field; the symmetry theorem applies when the characteristic is zero.

```lean
/-- Differentiation and multiplication by `X` satisfy the canonical commutation relation
and generate their operator algebra. -/
theorem oscillator_witness (K : Type*) [Field K] :
    lower K * raise K - raise K * lower K = 1 ∧
      Algebra.adjoin K {lower K, raise K} = ⊤ := by
  constructor
  · apply Subtype.ext
    apply LinearMap.ext
    intro f
    change Polynomial.derivative (X * f) - X * Polynomial.derivative f = f
    rw [Polynomial.derivative_mul, Polynomial.derivative_X]
    ring
  · have hs : ({lower K, raise K} : Set (PolyOsc K)) = (fun x : PolyOsc K => x.1) ⁻¹'
        {Polynomial.derivative, LinearMap.mulLeft K X} := by
      ext x
      simp only [Set.mem_insert_iff, Set.mem_singleton_iff, Set.mem_preimage,
        Subtype.ext_iff, lower, raise]
    rw [hs]
    exact Algebra.adjoin_adjoin_coe_preimage

end

end OscillatorDerivations
```

```lean
#print axioms OscillatorDerivations.bracket_locally_nilpotent
#print axioms OscillatorDerivations.symmetry_iff_hamiltonian
```

```
'OscillatorDerivations.bracket_locally_nilpotent' depends on axioms: [propext, Classical.choice, Quot.sound]
'OscillatorDerivations.symmetry_iff_hamiltonian' depends on axioms: [propext, Classical.choice, Quot.sound]
```
